# Averaging one independent, uniform k-point draw from each of N equal strata gives a mean squared error of at most the overall variance over N

A Brillouin-zone average can be estimated from a few randomly placed k-points, one in each of several equal parts of the zone, and to speak of the error of such an estimate we must fix what "random" means. Here the zone is represented by a finite grid, and a draw is a function that assigns to each part, or stratum, one of its grid points. Every such function counts once. Averaging over all of them is the same as choosing a point uniformly in each stratum, independently of the choices elsewhere.

## The error by hand

Let there be N strata of M grid points each, with N, M ≥ 1. Write fᵢ(x) for the real value at position x of stratum i, for instance a band energy times a fixed occupation. The letters i and k both label strata; k is not a wave vector here. Let mᵢ be the mean of fᵢ over its M points, and Vᵢ its variance, the mean of (fᵢ(x) − mᵢ)². Let m and V be the mean and variance of all NM values. Since the strata have equal size,

m = (1/N) Σᵢ mᵢ.

A draw s picks the position sᵢ in stratum i and gives the sample average

A(s) = (1/N) Σᵢ fᵢ(sᵢ).

Angle brackets denote the average over all M^N draws. Each position in stratum i occurs in equally many draws, so ⟨fᵢ(sᵢ)⟩ = mᵢ and therefore ⟨A⟩ = m: the estimate is unbiased.

For its spread, set dᵢ(x) = fᵢ(x) − mᵢ, which has mean zero in stratum i. Then

A(s) − m = (1/N) Σᵢ dᵢ(sᵢ),

(A(s) − m)² = (1/N²) Σᵢ Σₖ dᵢ(sᵢ) dₖ(sₖ).

For i ≠ k, each pair of positions (x, y) occurs in M^(N−2) of the M^N draws, so

⟨dᵢ(sᵢ) dₖ(sₖ)⟩ = (1/M²) Σₓ dᵢ(x) Σ_y dₖ(y) = 0.

For i = k the average is Vᵢ. Only the diagonal survives, and the mean squared deviation D = ⟨(A − m)²⟩ is

D = (1/N²) Σᵢ Vᵢ.

To compare this with V, split each deviation from the overall mean as

fᵢ(x) − m = dᵢ(x) + (mᵢ − m).

On squaring and averaging over all points, the cross term vanishes because dᵢ sums to zero within its stratum. What remains is

V = (1/N) Σᵢ Vᵢ + B, with B = (1/N) Σᵢ (mᵢ − m)².

Here B is the variance of the stratum means. Substituting for Σᵢ Vᵢ gives

D = (V − B)/N ≤ V/N.

Equality holds exactly when B = 0. As B is an average of squares, this happens exactly when every mᵢ equals m, that is, when all stratum means coincide. With a single stratum this is always so, and D = V. With one point per stratum every Vᵢ is zero, the draw is the full grid, and D = 0.

The bound V/N is itself the error of a sampling scheme. Let N points be drawn independently and uniformly from one common set, with repetitions allowed. This is the stratified problem with N identical copies of the set as strata, so the mean squared deviation is N times the variance over N², which is the variance over N. For the full grid that is V/N.

For a sum over bands with occupations fixed in advance on a finite grid, one random point in each of N equal strata thus never gives a larger mean squared error than N independent uniform draws from the whole grid, and it gives a smaller one when the stratum means differ. Against N distinct points drawn from the whole grid, without repetition, this can fail. The step from here to the true zone integral is the replacement of that integral by the grid mean m; the discretisation error this brings is separate from D.

## Averages, draws and the squared error in Lean

The strata form a finite type `ι` and the positions within a stratum a finite type `κ`, so N is `Fintype.card ι` and M is `Fintype.card κ`. The values are `f : ι → κ → ℝ`. Using the same `κ` for every stratum is what makes the strata equal in size, and both types are assumed nonempty. Nothing is assumed about the shape of the strata or the smoothness of `f`. The function is fixed before the draw, which excludes occupations computed from a Fermi level that is itself found from the drawn points.

```lean
import Mathlib

open Finset

namespace StratifiedKPoints

noncomputable section

/-- The uniform average of a real quantity over a nonempty finite set. -/
def avg {α : Type*} [Fintype α] [Nonempty α] (g : α → ℝ) : ℝ :=
  (∑ a, g a) / (Fintype.card α : ℝ)
```

The same `avg` serves for positions, strata, pairs and draws. The variance built from it divides by the number of values, not by that number less one.

```lean
/-- The variance: the mean squared deviation of a quantity from its own average. -/
def variance {α : Type*} [Fintype α] [Nonempty α] (g : α → ℝ) : ℝ :=
  avg (fun a => (g a - avg g) ^ 2)
```

A draw is `s : ι → κ`, and `sampleAverage f s` is A(s).

```lean
/-- The sample average when the point `s i` is drawn from stratum `i`. -/
def sampleAverage {ι κ : Type*} [Fintype ι] [Nonempty ι] (f : ι → κ → ℝ) (s : ι → κ) : ℝ :=
  avg (fun i => f i (s i))
```

The quantity D is `meanSqDev f`, usually called the mean squared error. Its outer average runs over the functions `s`, its inner one over all pairs `p` of stratum and position. Independence enters through this outer average and is not a separate hypothesis.

```lean
/-- The squared deviation of the sample average from the overall mean, averaged over all
ways to draw one point from each stratum. -/
def meanSqDev {ι κ : Type*} [Fintype ι] [Nonempty ι] [DecidableEq ι] [Fintype κ] [Nonempty κ]
    (f : ι → κ → ℝ) : ℝ :=
  avg (fun s : ι → κ => (sampleAverage f s - avg (fun p : ι × κ => f p.1 p.2)) ^ 2)
```

## Splitting the overall variance

The first lemma lets an average pass through a linear combination. The constant term is summed once per point and divided by the number of points, which is nonzero because the type is nonempty.

```lean
variable {ι κ : Type*} [Fintype ι] [Nonempty ι] [Fintype κ] [Nonempty κ]

/-- Averaging is linear and leaves constants unchanged. -/
theorem avg_affine (g h : κ → ℝ) (c d e : ℝ) :
    avg (fun a => c * g a + d * h a + e) = c * avg g + d * avg h + e := by
  have hN : (Fintype.card κ : ℝ) ≠ 0 := Nat.cast_ne_zero.mpr Fintype.card_ne_zero
  simp only [avg, sum_add_distrib, ← mul_sum, sum_const, card_univ, nsmul_eq_mul]
  rw [add_div, add_div, mul_div_cancel_left₀ e hN]
  ring
```

Expanding the square then gives the variance as the mean square minus the squared mean.

```lean
/-- The variance is the mean square minus the square of the mean. -/
theorem variance_eq (g : κ → ℝ) :
    variance g = avg (fun a => g a ^ 2) - avg g ^ 2 := by
  calc variance g = avg (fun a => 1 * g a ^ 2 + (-2 * avg g) * g a + avg g ^ 2) := by
        unfold variance
        congr 1
        funext a
        ring
    _ = _ := by
        rw [avg_affine (fun a => g a ^ 2) g]
        ring
```

Next, a sum over pairs is written as an iterated sum, and the number of pairs as a product. This is the formula for m in terms of the mᵢ.

```lean
/-- The overall mean is the average of the stratum means, for strata of equal size. -/
theorem avg_prod (f : ι → κ → ℝ) :
    avg (fun p : ι × κ => f p.1 p.2) = avg (fun i => avg (f i)) := by
  simp only [avg, Fintype.sum_prod_type, Fintype.card_prod, Nat.cast_mul]
  rw [← sum_div, div_div, mul_comm]
```

The decomposition V = (1/N) Σᵢ Vᵢ + B follows by a slightly different route from the one above. Instead of splitting each deviation, the proof writes all three variances as mean squares minus squared means. The average of mᵢ² then appears twice with opposite signs and cancels.

```lean
/-- The overall variance is the mean variance within the strata plus the variance of the
stratum means, for strata of equal size. -/
theorem variance_decomposition (f : ι → κ → ℝ) :
    variance (fun p : ι × κ => f p.1 p.2)
      = avg (fun i => variance (f i)) + variance (fun i => avg (f i)) := by
  have h : avg (fun i => variance (f i))
      = avg (fun i => avg (fun x => f i x ^ 2)) - avg (fun i => avg (f i) ^ 2) := by
    calc avg (fun i => variance (f i))
        = avg (fun i => 1 * avg (fun x => f i x ^ 2) + (-1) * avg (f i) ^ 2 + 0) := by
          congr 1
          funext i
          rw [variance_eq]
          ring
      _ = _ := by
          rw [avg_affine (fun i => avg (fun x => f i x ^ 2)) (fun i => avg (f i) ^ 2)]
          ring
  rw [variance_eq (fun p : ι × κ => f p.1 p.2), variance_eq (fun i => avg (f i)),
    avg_prod f, avg_prod (fun i x => f i x ^ 2), h]
  ring
```

## Independence from counting all draws

The next theorem evaluates the average over draws of a product of two functions, one read at stratum `i` and the other at stratum `k`. For distinct strata it is the product of the two averages; for equal strata it is the average of the product.

The fact `hfac` is the general factorisation: if each stratum contributes one factor, the average of the product over all draws is the product of the stratum averages. It comes from `prod_univ_sum`, which multiplies out a product of sums into a sum over all functions. The fact `hL` puts the two-factor product into this form by inserting the factor 1 for every other stratum. Those factors average to 1, which replaces the count M^(N−2) made above. The proof then separates the cases `i = k` and `i ≠ k`.

```lean
variable [DecidableEq ι]

omit [Nonempty ι] in
/-- Draws from different strata are uncorrelated: the mean of a product factorises. Within one
stratum it is the stratum average of the product. -/
theorem avg_draw_pair (g h : κ → ℝ) (i k : ι) :
    avg (fun s : ι → κ => g (s i) * h (s k))
      = if i = k then avg (fun x => g x * h x) else avg g * avg h := by
  -- with one factor per stratum, the average of the product is the product of the averages
  have hfac : ∀ G : ι → κ → ℝ,
      avg (fun s : ι → κ => ∏ l, G l (s l)) = ∏ l, avg (G l) := by
    intro G
    simp only [avg, prod_div_distrib, prod_const, card_univ, prod_univ_sum,
      Fintype.piFinset_univ, Fintype.card_fun, Nat.cast_pow]
  have hone : avg (fun _ : κ => (1 : ℝ)) = 1 := by
    simpa using avg_affine (fun _ : κ => (0 : ℝ)) (fun _ => 0) 0 0 1
  have hL : ∀ s : ι → κ, ∏ l, ((if l = i then g (s l) else 1) * (if l = k then h (s l) else 1))
      = g (s i) * h (s k) := by
    intro s
    rw [prod_mul_distrib]
    simp
  have h1 := hfac (fun l x => (if l = i then g x else 1) * (if l = k then h x else 1))
  simp only [hL] at h1
  rw [h1]
  by_cases hik : i = k
  · subst hik
    rw [if_pos rfl, prod_eq_single i]
    · simp
    · intro l _ hl
      simp [hl, hone]
    · simp
  · have hR : ∀ l, avg (fun x => (if l = i then g x else 1) * (if l = k then h x else 1))
        = (if l = i then avg g else 1) * (if l = k then avg h else 1) := by
      intro l
      by_cases hi : l = i
      · subst hi
        simp [hik]
      · by_cases hk : l = k
        · subst hk
          simp [hi]
        · simp [hi, hk, hone]
    simp only [hR, prod_mul_distrib]
    simp [hik]
```

Taking the second function to be 1 gives ⟨fᵢ(sᵢ)⟩ = mᵢ. Exchanging the sums over draws and strata then shows that the sample average is unbiased.

```lean
/-- The stratified sample average is unbiased: its mean over all draws is the overall mean. -/
theorem sampleAverage_unbiased (f : ι → κ → ℝ) :
    avg (sampleAverage f) = avg (fun p : ι × κ => f p.1 p.2) := by
  have hm : ∀ i, avg (fun s : ι → κ => f i (s i)) = avg (f i) := by
    intro i
    simpa using avg_draw_pair (f i) (fun _ => 1) i i
  calc avg (sampleAverage f) = avg (fun i => avg (fun s : ι → κ => f i (s i))) := by
        simp only [sampleAverage, avg, ← sum_div]
        rw [sum_comm, div_right_comm]
    _ = avg (fun i => avg (f i)) := by simp only [hm]
    _ = _ := (avg_prod f).symm
```

## The exact error and its bound

The formula for D follows the derivation by hand. `hd0` says that dᵢ has mean zero, `hdev` writes the squared deviation as a double sum over strata, and `hswap` moves the average over draws inside that sum; the letter `D` in `hswap` stands for any family of functions, here the dᵢ, and not for the mean squared deviation. `hpair` evaluates each term with `avg_draw_pair`: Vᵢ on the diagonal, zero elsewhere. The last line collapses the double sum to its diagonal.

```lean
/-- The mean squared deviation of the stratified sample average from the overall mean is the
sum of the stratum variances over the square of the number of strata. -/
theorem meanSqDev_eq (f : ι → κ → ℝ) :
    meanSqDev f = (∑ i, variance (f i)) / (Fintype.card ι : ℝ) ^ 2 := by
  have hd0 : ∀ i, avg (fun x => f i x - avg (f i)) = 0 := by
    intro i
    calc avg (fun x => f i x - avg (f i))
        = avg (fun x => 1 * f i x + 0 * f i x + -avg (f i)) := by
          congr 1
          funext x
          ring
      _ = 0 := by
          rw [avg_affine (f i) (f i)]
          ring
  -- the squared deviation is a double sum over strata
  have hdev : ∀ s : ι → κ, (sampleAverage f s - avg (fun p : ι × κ => f p.1 p.2)) ^ 2
      = (∑ i, ∑ k, (f i (s i) - avg (f i)) * (f k (s k) - avg (f k)))
        / (Fintype.card ι : ℝ) ^ 2 := by
    intro s
    rw [avg_prod f, ← sum_mul_sum, sum_sub_distrib]
    simp only [sampleAverage, avg]
    ring
  have hswap : ∀ D : ι → κ → ℝ,
      avg (fun s : ι → κ => (∑ i, ∑ k, D i (s i) * D k (s k)) / (Fintype.card ι : ℝ) ^ 2)
      = (∑ i, ∑ k, avg (fun s : ι → κ => D i (s i) * D k (s k)))
        / (Fintype.card ι : ℝ) ^ 2 := by
    intro D
    have e : ∑ s : ι → κ, ∑ i, ∑ k, D i (s i) * D k (s k)
        = ∑ i, ∑ k, ∑ s : ι → κ, D i (s i) * D k (s k) :=
      sum_comm.trans (sum_congr rfl fun i _ => sum_comm)
    simp only [avg, ← sum_div]
    rw [div_right_comm, e]
  -- only the diagonal terms survive the average over draws
  have hpair : ∀ i k, avg (fun s : ι → κ => (f i (s i) - avg (f i)) * (f k (s k) - avg (f k)))
      = if i = k then variance (f i) else 0 := by
    intro i k
    rw [avg_draw_pair (fun x => f i x - avg (f i)) (fun x => f k x - avg (f k)) i k,
      hd0 i, zero_mul]
    by_cases h : i = k
    · subst h
      simp [variance, sq]
    · simp [h]
  unfold meanSqDev
  simp only [hdev]
  refine (hswap (fun i x => f i x - avg (f i))).trans ?_
  simp only [hpair, sum_ite_eq, mem_univ, if_true]
```

Inserting the variance decomposition gives D = (V − B)/N.

```lean
/-- The mean squared deviation of the stratified sample average is the overall variance minus the
variance of the stratum means, divided by the number of strata. -/
theorem meanSqDev_eq_sub (f : ι → κ → ℝ) :
    meanSqDev f = (variance (fun p : ι × κ => f p.1 p.2) - variance (fun i => avg (f i)))
      / (Fintype.card ι : ℝ) := by
  rw [meanSqDev_eq, variance_decomposition, add_sub_cancel_right, sq, ← div_div]
  rfl
```

The main theorem states the bound together with its equality case. The inequality follows from B ≥ 0, which is `hB`. If equality holds, then B/N = 0, so a sum of squares vanishes; `sum_eq_zero_iff_of_nonneg` makes each square zero, and every stratum mean equals their common average. Conversely, if the stratum means agree, they form a constant function, whose variance is zero.

```lean
/-- The mean squared deviation of the stratified sample average is at most the overall variance
over the number of strata, with equality exactly when all stratum means coincide. -/
theorem meanSqDev_le (f : ι → κ → ℝ) :
    meanSqDev f ≤ variance (fun p : ι × κ => f p.1 p.2) / (Fintype.card ι : ℝ) ∧
    (meanSqDev f = variance (fun p : ι × κ => f p.1 p.2) / (Fintype.card ι : ℝ)
      ↔ ∀ i k, avg (f i) = avg (f k)) := by
  have hN : (0 : ℝ) < Fintype.card ι := Nat.cast_pos.mpr Fintype.card_pos
  have hB : 0 ≤ variance (fun i => avg (f i)) :=
    div_nonneg (sum_nonneg fun i _ => sq_nonneg _) hN.le
  rw [meanSqDev_eq_sub, sub_div]
  refine ⟨by linarith [div_nonneg hB hN.le], fun h => ?_, fun h => ?_⟩
  · -- a vanishing variance of the stratum means forces them to agree
    have hq : variance (fun i => avg (f i)) / (Fintype.card ι : ℝ) = 0 := by linarith
    have hB0 : (∑ i, (avg (f i) - avg (fun j => avg (f j))) ^ 2) / (Fintype.card ι : ℝ) = 0 :=
      (div_eq_zero_iff.mp hq).resolve_right hN.ne'
    have hS := (div_eq_zero_iff.mp hB0).resolve_right hN.ne'
    have hz : ∀ i, avg (f i) = avg (fun j => avg (f j)) := by
      intro i
      have hi := (sum_eq_zero_iff_of_nonneg (fun j _ => sq_nonneg _)).mp hS i (mem_univ i)
      exact sub_eq_zero.mp ((pow_eq_zero_iff two_ne_zero).mp hi)
    exact fun i k => (hz i).trans (hz k).symm
  · obtain ⟨i₀⟩ := ‹Nonempty ι›
    have hc : ∀ c : ℝ, avg (fun _ : ι => c) = c := by
      intro c
      simpa using avg_affine (fun _ : ι => (0 : ℝ)) (fun _ => 0) 0 0 c
    have hm : (fun i => avg (f i)) = fun _ => avg (f i₀) := funext fun i => h i i₀
    have hv : variance (fun i => avg (f i)) = 0 := by
      rw [hm]
      simp [variance, hc]
    rw [hv, zero_div, sub_zero]
```

In the comparison theorem `ι` labels the draws and `κ` is the one set from which all of them are taken. The proof applies `meanSqDev_eq` to the family in which every stratum carries the same function `g`. The overall mean of that family is the mean of `g`, and the sum of N equal variances over N² reduces to the variance over N. To obtain V/N for the stratified grid, take the common set to be the set of all pairs of stratum and position.

```lean
/-- Without stratification, the average of independent uniform draws from one common set has a mean
squared deviation from the mean of that set equal to the variance over the number of draws. -/
theorem unstratified_meanSqDev (g : κ → ℝ) :
    avg (fun s : ι → κ => (avg (fun i => g (s i)) - avg g) ^ 2)
      = variance g / (Fintype.card ι : ℝ) := by
  have hN : (Fintype.card ι : ℝ) ≠ 0 := Nat.cast_ne_zero.mpr Fintype.card_ne_zero
  have hc : avg (fun _ : ι => avg g) = avg g := by
    simpa using avg_affine (fun _ : ι => (0 : ℝ)) (fun _ => 0) 0 0 (avg g)
  have hm : avg (fun p : ι × κ => g p.2) = avg g :=
    (avg_prod (fun _ : ι => g)).trans hc
  -- every stratum is a copy of the whole set
  have h := meanSqDev_eq (fun _ : ι => g)
  simp only [meanSqDev, sampleAverage, hm, sum_const, card_univ, nsmul_eq_mul] at h
  rw [h, sq, mul_div_mul_left _ _ hN]

end

end StratifiedKPoints
```

```lean
#print axioms StratifiedKPoints.sampleAverage_unbiased
#print axioms StratifiedKPoints.meanSqDev_le
#print axioms StratifiedKPoints.unstratified_meanSqDev
```

```
'StratifiedKPoints.sampleAverage_unbiased' depends on axioms: [propext, Classical.choice, Quot.sound]
'StratifiedKPoints.meanSqDev_le' depends on axioms: [propext, Classical.choice, Quot.sound]
'StratifiedKPoints.unstratified_meanSqDev' depends on axioms: [propext, Classical.choice, Quot.sound]
```
